# The axial field of finitely many coaxial current loops integrates to their net current

We represent an induced ring current by finitely many infinitely thin, circular loops on a common axis, the $z$ axis. Loop $k$ has radius $R_k>0$, height $h_k$ and real current $I_k$, whose sign gives the sense of circulation: a positive current produces a field along $+z$. The closed formula for the field of such a loop on its axis is taken as the starting point and is not derived from the Biot–Savart law. In units where the vacuum permeability is one, the total axial field is

$$B(z)=\sum_k I_k\,b_{R_k}(z-h_k),\qquad b_R(u)=\frac{R^2}{2(R^2+u^2)^{3/2}},$$

where $u$ is the signed distance from the loop plane. The claim is that

$$\int_{-\infty}^{\infty}B(z)\,dz=\sum_k I_k .$$

A NICS scan computes the nucleus-independent chemical shift at points along a line. Take that line to be the common axis of the loops. If the applied field $B_0$ also lies along this axis, the $zz$ component of the shift is the induced axial field divided by $B_0$. Within this model of thin coaxial loops, the integrated scan therefore gives the net current divided by $B_0$, and for given currents it does not depend on the radii and heights of the loops; in SI units it equals $\mu_0\sum_k I_k/B_0$, with $\mu_0$ the vacuum permeability.

## One loop, then many

Put $s=\sqrt{R^2+u^2}$ and $F_R(u)=u/(2s)$. Since $ds/du=u/s$,

$$F_R'(u)=\frac{s-u^2/s}{2s^2}=\frac{s^2-u^2}{2s^3}=\frac{R^2}{2s^3}=b_R(u).$$

So $F_R$ is a primitive of the loop field, and it is odd. For $u>0$, rationalising the difference from one half gives

$$\frac12-F_R(u)=\frac{s-u}{2s}=\frac{R^2}{2s(s+u)}.$$

If $u\ge d>0$, then $s\ge u\ge d$, so the right-hand side lies between $0$ and $R^2/(4d^2)$. Hence $F_R\to\frac12$ as $u\to\infty$, and by oddness $F_R\to-\frac12$ as $u\to-\infty$.

The field is also integrable, because it is continuous and factors as

$$b_R(u)=\frac{1}{1+(u/R)^2}\cdot\frac{1}{2s}.$$

From $s\ge R$ we get a bound by the Lorentzian times $1/(2R)$. From $s\ge|u|$ we get a bound on $|u|\,b_R(u)$ by half the Lorentzian, so the first moment converges too. The fundamental theorem of calculus now gives $\int b_R\,du=\frac12-(-\frac12)=1$. Shifting a loop by $h_k$ leaves this integral unchanged, and summing with weights $I_k$ proves the claim.

One error comes from scanning only upwards from $z=0$ and doubling the result. For a single loop this gives

$$2\int_0^\infty I_k\,b_{R_k}(z-h_k)\,dz=I_k\left(1+\frac{h_k}{\sqrt{R_k^2+h_k^2}}\right),$$

which depends on radius and height unless $h_k=0$. Doubling is justified when the whole field is even in $z$, as for two equal loops with equal currents at heights $\pm h$.

## Current-weighted height and a finite scan

For the first moment, write $z=(z-h_k)+h_k$. The function $u\,b_R(u)$ is odd, so its integral vanishes, and

$$\int_{-\infty}^{\infty}zB(z)\,dz=\sum_k I_kh_k .$$

A computed scan covers a finite window $[-L,L]$. Suppose that $|h_k|<L$ for every $k$. A unit loop contributes $F_{R_k}(L-h_k)+F_{R_k}(L+h_k)$ to the integral over the window, so the missing part is

$$\left[\tfrac12-F_{R_k}(L-h_k)\right]+\left[\tfrac12-F_{R_k}(L+h_k)\right]\le\frac{R_k^2}{2(L-|h_k|)^2}.$$

Both arguments are at least $L-|h_k|$, which is why the earlier bound applies twice. Multiplying by $|I_k|$ and using the triangle inequality bounds the total error by

$$\sum_k\frac{|I_k|R_k^2}{2(L-|h_k|)^2}.$$

## The field and its primitive in Lean

`loopField R u` is $b_R(u)$, with the power $3/2$ written as the cube of a square root.

```lean
import Mathlib

open MeasureTheory Filter Topology

namespace IntegratedNICS

noncomputable section

/-- Axial magnetic field of a circular loop of radius `R > 0` carrying unit current, at signed
distance `u` from the loop plane, in units where the vacuum permeability is one. -/
def loopField (R u : ℝ) : ℝ := R ^ 2 / (2 * √(R ^ 2 + u ^ 2) ^ 3)
```

The loops are labelled by a finite type `ι`. The functions `I`, `R` and `h` supply their currents, radii and heights, and `stackField I R h z` is $B(z)$.

```lean
/-- Axial field at height `z` of coaxial loops with currents `I k`, radii `R k > 0` and
heights `h k`. -/
def stackField {ι : Type*} [Fintype ι] (I R h : ι → ℝ) (z : ℝ) : ℝ :=
  ∑ k, I k * loopField (R k) (z - h k)
```

The primitive $F_R$ is called `partialScan`.

```lean
/-- The function `u / (2 √(R² + u²))`, for `R` and `u` not both zero. -/
def partialScan (R u : ℝ) : ℝ := u / (2 * √(R ^ 2 + u ^ 2))
```

Its oddness follows because the square root contains only $u^2$.

```lean
/-- The partial scan is odd under reflection in the loop plane. -/
theorem partialScan_neg (R u : ℝ) : partialScan R (-u) = -partialScan R u := by
  unfold partialScan
  rw [neg_sq, neg_div]
```

The next proof differentiates the square root and applies the quotient rule. It then names the root `s`, replaces $R^2$ by $s^2-u^2$ and lets `field_simp` finish the algebra.

```lean
/-- For a loop of positive radius, the derivative of the partial scan along the axis is the
field of the loop with unit current. -/
theorem hasDerivAt_partialScan {R : ℝ} (hR : 0 < R) (u : ℝ) :
    HasDerivAt (partialScan R) (loopField R u) u := by
  have h1 : HasDerivAt (fun v : ℝ => R ^ 2 + v ^ 2) (2 * u) u :=
    ((hasDerivAt_pow 2 u).const_add (R ^ 2)).congr_deriv (by norm_num)
  have hs : 0 < √(R ^ 2 + u ^ 2) := by positivity
  have hsq : √(R ^ 2 + u ^ 2) ^ 2 = R ^ 2 + u ^ 2 := Real.sq_sqrt (by positivity)
  have h2 : HasDerivAt (fun v : ℝ => √(R ^ 2 + v ^ 2)) (u / √(R ^ 2 + u ^ 2)) u :=
    (h1.sqrt (by positivity)).congr_deriv (mul_div_mul_left _ _ two_ne_zero)
  refine ((hasDerivAt_id' u).fun_div (h2.const_mul 2) (by positivity)).congr_deriv ?_
  unfold loopField
  generalize √(R ^ 2 + u ^ 2) = s at hs hsq ⊢
  have hR2 : R ^ 2 = s ^ 2 - u ^ 2 := by linarith
  rw [hR2]
  field_simp
```

In the estimate below, `key` is the rationalised difference. The products `h1` and `h2` say that $d^2\le s^2$ and $d^2\le su$, which together give $4d^2\le2s(s+u)$.

```lean
/-- At any distance `u ≥ d > 0` from the loop plane, the partial scan lies below one half by at
most `R² / (4 d²)`. -/
theorem partialScan_deficit (R : ℝ) {d u : ℝ} (hd : 0 < d) (hdu : d ≤ u) :
    0 ≤ 1 / 2 - partialScan R u ∧ 1 / 2 - partialScan R u ≤ R ^ 2 / (4 * d ^ 2) := by
  have hu : 0 < u := hd.trans_le hdu
  have hs : 0 < √(R ^ 2 + u ^ 2) := by positivity
  have hsq : √(R ^ 2 + u ^ 2) ^ 2 = R ^ 2 + u ^ 2 := Real.sq_sqrt (by positivity)
  have hus : u ≤ √(R ^ 2 + u ^ 2) :=
    (le_abs_self u).trans (Real.abs_le_sqrt (by linarith [sq_nonneg R]))
  unfold partialScan
  generalize √(R ^ 2 + u ^ 2) = s at hs hsq hus ⊢
  -- rationalise the difference
  have key : 1 / 2 - u / (2 * s) = R ^ 2 / (2 * s * (s + u)) := by
    have hR2 : R ^ 2 = s ^ 2 - u ^ 2 := by linarith
    have hsu : s + u ≠ 0 := by positivity
    rw [hR2]
    field_simp
    ring
  have hds : d ≤ s := hdu.trans hus
  have h1 := mul_le_mul hds hds hd.le hs.le
  have h2 := mul_le_mul hds hdu hd.le hs.le
  rw [key]
  exact ⟨by positivity,
    div_le_div_of_nonneg_left (by positivity) (by positivity) (by nlinarith)⟩
```

## Integrability and the unit integral

The factorisation of the field into a Lorentzian and an inverse distance is stated as an identity.

```lean
/-- The axial field of a unit-current loop of positive radius is a Lorentzian in the distance from
its plane, divided by twice the distance from the wire. -/
theorem loopField_eq {R : ℝ} (hR : 0 < R) (u : ℝ) :
    loopField R u = (1 + (u / R) ^ 2)⁻¹ * (1 / (2 * √(R ^ 2 + u ^ 2))) := by
  have e : (1 + (u / R) ^ 2)⁻¹ = R ^ 2 / √(R ^ 2 + u ^ 2) ^ 2 := by
    rw [Real.sq_sqrt (by positivity)]
    field_simp
  rw [loopField, e]
  ring
```

Mathlib knows that the Lorentzian is integrable, and `hw` rescales it to width $R$. Each use of `mono'` is a comparison with a multiple of it: first for the field, using $s\ge R$, then for the first moment, using $s\ge|u|$.

```lean
/-- For a loop of positive radius, the axial field and its product with the signed distance from the
loop plane are both integrable over the whole axis. -/
theorem integrable_loopField {R : ℝ} (hR : 0 < R) :
    Integrable (loopField R) ∧ Integrable (fun u => u * loopField R u) := by
  have hc : Continuous (loopField R) := by
    unfold loopField
    exact Continuous.div continuous_const (by fun_prop) (fun u => by positivity)
  have h0 : ∀ u, 0 ≤ loopField R u := fun u => by unfold loopField; positivity
  have hw := integrable_inv_one_add_sq.comp_div hR.ne'
  constructor
  · refine (hw.mul_const (1 / (2 * R))).mono' hc.aestronglyMeasurable
      (Eventually.of_forall fun u => ?_)
    have hRs : R ≤ √(R ^ 2 + u ^ 2) :=
      (le_abs_self R).trans (Real.abs_le_sqrt (by linarith [sq_nonneg u]))
    rw [Real.norm_of_nonneg (h0 u), loopField_eq hR]
    exact mul_le_mul_of_nonneg_left
      (one_div_le_one_div_of_le (by positivity) (by linarith)) (by positivity)
  · refine (hw.mul_const (1 / 2)).mono' (continuous_id.mul hc).aestronglyMeasurable
      (Eventually.of_forall fun u => ?_)
    have hus : |u| ≤ √(R ^ 2 + u ^ 2) := Real.abs_le_sqrt (by linarith [sq_nonneg R])
    have hs : 0 < √(R ^ 2 + u ^ 2) := by positivity
    rw [norm_mul, Real.norm_eq_abs, Real.norm_of_nonneg (h0 u), loopField_eq hR]
    calc |u| * ((1 + (u / R) ^ 2)⁻¹ * (1 / (2 * √(R ^ 2 + u ^ 2))))
        = (1 + (u / R) ^ 2)⁻¹ * (|u| / (2 * √(R ^ 2 + u ^ 2))) := by ring
      _ ≤ (1 + (u / R) ^ 2)⁻¹ * (1 / 2) :=
        mul_le_mul_of_nonneg_left
          (by rw [div_le_iff₀ (by positivity)]; linarith) (by positivity)
```

To find the limit at $+\infty$, the proof applies the estimate with $d=u$ and squeezes $F_R(u)$ between $\frac12-R^2/(4u^2)$ and $\frac12$. Oddness supplies the limit at $-\infty$. The fundamental theorem on the whole line then combines the derivative, the integrability and the two limits.

```lean
/-- The axial field of a unit-current loop of any positive radius integrates to one. -/
theorem integral_loopField {R : ℝ} (hR : 0 < R) : ∫ u, loopField R u = 1 := by
  have h4 : Tendsto (fun u : ℝ => 4 * u ^ 2) atTop atTop :=
    (tendsto_pow_atTop two_ne_zero).const_mul_atTop (by norm_num)
  have h0 := (h4.const_div_atTop (R ^ 2)).const_sub (1 / 2 : ℝ)
  rw [sub_zero] at h0
  -- the partial scan tends to one half far above the loop, and to minus one half far below
  have htop : Tendsto (partialScan R) atTop (𝓝 (1 / 2)) := by
    refine tendsto_of_tendsto_of_tendsto_of_le_of_le' h0 tendsto_const_nhds ?_ ?_
    · filter_upwards [eventually_gt_atTop 0] with u hu
      linarith [(partialScan_deficit R hu le_rfl).2]
    · filter_upwards [eventually_gt_atTop 0] with u hu
      linarith [(partialScan_deficit R hu le_rfl).1]
  have hbot : Tendsto (partialScan R) atBot (𝓝 (-(1 / 2))) := by
    refine (htop.comp tendsto_neg_atBot_atTop).neg.congr (fun u => ?_)
    show -(partialScan R (-u)) = partialScan R u
    rw [partialScan_neg, neg_neg]
  rw [integral_of_hasDerivAt_of_tendsto (hasDerivAt_partialScan hR)
    (integrable_loopField hR).1 hbot htop]
  norm_num
```

## Net current, first moment and truncation

The main theorem, `integral_stackField`, says that for any real currents and heights and any positive radii, the integral of the stacked field over all real $z$ is the sum of the currents. The condition `hR` is the physical one that each loop has positive radius. At zero radius the formula gives no field away from the loop plane, so its integral is zero and the current would be missed.

The currents are inputs: nothing here computes a molecule's magnetic response, and extended, non-circular or off-axis current distributions lie beyond the model.

The proof exchanges the integral with the finite sum, which requires each term to be integrable, and then removes each height by translation invariance.

```lean
variable {ι : Type*} [Fintype ι]

/-- The axial field of finitely many coaxial loops of positive radii, integrated over the whole
axis, equals the net current, whatever the radii and heights. -/
theorem integral_stackField (I R h : ι → ℝ) (hR : ∀ k, 0 < R k) :
    ∫ z, stackField I R h z = ∑ k, I k := by
  unfold stackField
  rw [integral_finsetSum]
  · refine Finset.sum_congr rfl fun k _ => ?_
    have h1 : ∫ z, loopField (R k) (z - h k) = 1 :=
      (integral_sub_right_eq_self (loopField (R k)) (h k)).trans (integral_loopField (hR k))
    rw [integral_const_mul, h1, mul_one]
  · exact fun k _ => ((integrable_loopField (hR k)).1.comp_sub_right (h k)).const_mul (I k)
```

For the first moment, `e` carries out the splitting $z=(z-h_k)+h_k$ inside the sum. `A` and `B` record that both parts are integrable. In `hz`, reflection shows that the integral of $u\,b_{R_k}(u)$ equals its own negative, hence is zero.

```lean
/-- For loops of positive radii, the first moment of the axial field is the sum of the loop
heights weighted by the currents. -/
theorem integral_mul_stackField (I R h : ι → ℝ) (hR : ∀ k, 0 < R k) :
    ∫ z, z * stackField I R h z = ∑ k, I k * h k := by
  have e : (fun z => z * stackField I R h z) = fun z => ∑ k,
      (I k * ((z - h k) * loopField (R k) (z - h k))
        + I k * h k * loopField (R k) (z - h k)) := by
    funext z
    rw [stackField, Finset.mul_sum]
    exact Finset.sum_congr rfl fun k _ => by ring
  have A : ∀ k, Integrable (fun z => I k * ((z - h k) * loopField (R k) (z - h k))) :=
    fun k => ((integrable_loopField (hR k)).2.comp_sub_right (h k)).const_mul (I k)
  have B : ∀ k, Integrable (fun z => I k * h k * loopField (R k) (z - h k)) :=
    fun k => ((integrable_loopField (hR k)).1.comp_sub_right (h k)).const_mul (I k * h k)
  -- about its own plane each loop has zero first moment, by reflection
  have hz : ∀ k, ∫ u, u * loopField (R k) u = 0 := by
    intro k
    have hn := integral_neg_eq_self (fun u : ℝ => u * loopField (R k) u) volume
    have ho : ∀ u, -u * loopField (R k) (-u) = -(u * loopField (R k) u) := by
      intro u
      unfold loopField
      rw [neg_sq]
      ring
    simp only [ho, integral_neg] at hn
    linarith
  rw [e, integral_finsetSum]
  · refine Finset.sum_congr rfl fun k _ => ?_
    have h0 : ∫ z, (z - h k) * loopField (R k) (z - h k) = 0 :=
      (integral_sub_right_eq_self (fun u => u * loopField (R k) u) (h k)).trans (hz k)
    have h1 : ∫ z, loopField (R k) (z - h k) = 1 :=
      (integral_sub_right_eq_self (loopField (R k)) (h k)).trans (integral_loopField (hR k))
    rw [integral_add (A k) (B k), integral_const_mul, integral_const_mul, h0, h1]
    ring
  · exact fun k _ => (A k).add (B k)
```

The last theorem concerns the exact integral over the window; the quadrature error of a scan sampled at discrete points would come in addition. Its hypothesis `hL` places every loop plane strictly between $-L$ and $L$. The proof evaluates the window integral through the primitive in `hint`, and `e` rewrites each loop's loss as its upper and lower tails. The facts `a` and `b` bound these tails with $d=L-|h_k|$, and `hsum` adds the two equal bounds.

```lean
/-- If all loops have positive radii and lie strictly inside the window from `-L` to `L`, the
scan over this window misses the net current by at most `∑ |I k| R k² / (2 (L - |h k|)²)`. -/
theorem truncated_scan_error (I R h : ι → ℝ) (hR : ∀ k, 0 < R k) {L : ℝ}
    (hL : ∀ k, |h k| < L) :
    |∑ k, I k - ∫ z in (-L)..L, stackField I R h z|
      ≤ ∑ k, |I k| * (R k ^ 2 / (2 * (L - |h k|) ^ 2)) := by
  have hint : ∫ z in (-L)..L, stackField I R h z
      = ∑ k, I k * partialScan (R k) (L - h k) - ∑ k, I k * partialScan (R k) (-L - h k) :=
    intervalIntegral.integral_eq_sub_of_hasDerivAt
      (f := fun z => ∑ k, I k * partialScan (R k) (z - h k))
      (fun z _ => HasDerivAt.fun_sum fun k _ => (HasDerivAt.comp_sub_const z (h k)
        (hasDerivAt_partialScan (hR k) (z - h k))).const_mul (I k))
      (integrable_finsetSum _ fun k _ =>
        ((integrable_loopField (hR k)).1.comp_sub_right (h k)).const_mul (I k)).intervalIntegrable
  rw [hint, ← Finset.sum_sub_distrib, ← Finset.sum_sub_distrib]
  refine (Finset.abs_sum_le_sum_abs _ _).trans (Finset.sum_le_sum fun k _ => ?_)
  -- the loss splits into the tails above and below the window
  have e : I k - (I k * partialScan (R k) (L - h k) - I k * partialScan (R k) (-L - h k))
      = I k * ((1 / 2 - partialScan (R k) (L - h k))
        + (1 / 2 - partialScan (R k) (L + h k))) := by
    rw [show -L - h k = -(L + h k) by ring, partialScan_neg]
    ring
  have hd : 0 < L - |h k| := sub_pos.2 (hL k)
  have a := partialScan_deficit (R k) hd
    (show L - |h k| ≤ L - h k by linarith [le_abs_self (h k)])
  have b := partialScan_deficit (R k) hd
    (show L - |h k| ≤ L + h k by linarith [neg_abs_le (h k)])
  have hsum : ∀ x y : ℝ, x / (2 * y ^ 2) = x / (4 * y ^ 2) + x / (4 * y ^ 2) :=
    fun x y => by ring
  rw [e, abs_mul, abs_of_nonneg (add_nonneg a.1 b.1), hsum]
  exact mul_le_mul_of_nonneg_left (add_le_add a.2 b.2) (abs_nonneg _)

end

end IntegratedNICS
```

```lean
#print axioms IntegratedNICS.integral_stackField
-- 'IntegratedNICS.integral_stackField' depends on axioms: [propext, Classical.choice, Quot.sound]
#print axioms IntegratedNICS.integral_mul_stackField
-- 'IntegratedNICS.integral_mul_stackField' depends on axioms: [propext, Classical.choice, Quot.sound]
#print axioms IntegratedNICS.truncated_scan_error
-- 'IntegratedNICS.truncated_scan_error' depends on axioms: [propext, Classical.choice, Quot.sound]
```
